# Positive semidefinite integrals and positive gaps give a negative semidefinite direct MP2 amplitude matrix, and its g-point Laplace approximation has rank at most g times that of the integrals

As an algebraic example, take two compound indices, 0 and 1, with gaps $D_0=1$ and $D_1=2$, and let every entry of the integral matrix $V$ be 1. The direct MP2 amplitudes, which leave out exchange, are $T_{pq}=-V_{pq}/(D_p+D_q)$, here

$$
T=-\begin{pmatrix}1/2&1/3\\1/3&1/4\end{pmatrix}.
$$

Since $1/d=\int_0^\infty e^{-sd}\,ds$ for $d>0$, the quadratic form of $-T$ on a real vector $x$ is an integral of squares:

$$
-x^{\mathsf T}Tx=\tfrac12x_0^2+\tfrac23x_0x_1+\tfrac14x_1^2
=\int_0^\infty\left(x_0e^{-s}+x_1e^{-2s}\right)^2ds\ \ge 0 .
$$

The integrand at each fixed $s$ is the form of a rank-one matrix, so replacing the integral by a single quadrature point leaves an amplitude matrix of rank at most one. The full integral combines different vectors $(e^{-s},e^{-2s})$ and reaches rank two: $\det T=1/8-1/9=1/72$.

## Integrals, gaps and amplitudes

In general, $p$ stands for an occupied–virtual pair $(i,a)$ and $q$ for $(j,b)$. The matrix $V_{pq}=(ia|jb)$ holds the two-electron integrals in real orbitals, and $D_p=\varepsilon_a-\varepsilon_i$ is an orbital-energy gap. In Lean the compound indices form an arbitrary finite type `n`, and `V` and `D` are arbitrary real data on it; orbitals and the Coulomb operator do not appear.

```lean
import Mathlib

open Matrix Filter Topology

namespace LaplaceMP2

noncomputable section

variable {n : Type*} [Fintype n]
```

Two conditions carry the physics. Positive semidefiniteness of $V$ expresses the fact that the Coulomb self-energy of a real charge distribution, here a combination of pair densities $\varphi_i\varphi_a$, is never negative. The condition $D_p>0$ says that every virtual level lies above every occupied one. Both enter as hypotheses, in the theorems that need them.

The exact amplitudes are defined entry by entry.

```lean
/-- The MP2 amplitude matrix `T_pq = -V_pq / (D_p + D_q)` over compound indices. -/
def mp2Amplitude (V : Matrix n n ℝ) (D : n → ℝ) : Matrix n n ℝ :=
  Matrix.of fun p q => -V p q / (D p + D q)
```

A quadrature with $g$ points has weights $w_k$ and nodes $s_k$, where $k=0,\dots,g-1$. It replaces the inverse denominator by a sum of exponentials:

$$
T^{(g)}_{pq}=-V_{pq}\sum_k w_k e^{-s_k(D_p+D_q)} .
$$

The weights and nodes are arbitrary reals, and nothing in the definition requires the sum to be a good approximation.

```lean
/-- The amplitude matrix with the inverse energy denominator replaced by a `g`-point sum of
exponentials with weights `w` and nodes `s`. -/
def laplaceAmplitude {g : ℕ} (V : Matrix n n ℝ) (D : n → ℝ) (w s : Fin g → ℝ) :
    Matrix n n ℝ :=
  Matrix.of fun p q => -V p q * ∑ k, w k * Real.exp (-s k * (D p + D q))
```

The direct, or Coulomb-type, energy expression is $E[T]=\sum_{pq}V_{pq}T_{pq}$. Its prefactor depends on the spin convention: the direct MP2 term is $2E[T]$ for closed-shell spatial orbitals and $\tfrac12E[T]$ for spin orbitals. Such a factor does not affect relative errors. Exchange is absent, from the energy and from the amplitudes alike.

```lean
/-- The direct MP2 energy expression `∑ V_pq T_pq`. -/
def directEnergy (V T : Matrix n n ℝ) : ℝ := ∑ p, ∑ q, V p q * T p q
```

For the sign argument we damp a trial vector $x$ to $y_p(s)=e^{-sD_p}x_p$ and follow the form of $-T$ on it:

$$
F(s)=-y(s)^{\mathsf T}T\,y(s)=\sum_{pq}\frac{x_pV_{pq}x_q}{D_p+D_q}\,e^{-s(D_p+D_q)} .
$$

```lean
/-- The quadratic form of `-T` on the damped vector with components `exp(-s D_p) x_p`. -/
def dampedForm (V : Matrix n n ℝ) (D x : n → ℝ) (s : ℝ) : ℝ :=
  ∑ p, ∑ q, x p * V p q * x q / (D p + D q) * Real.exp (-s * (D p + D q))
```

## The amplitudes solve the first-order equation

With canonical orbitals, the first-order amplitude equation is diagonal in the pair $(p,q)$:

$$
V_{pq}+(D_p+D_q)T_{pq}=0 .
$$

Positive gaps make $D_p+D_q$ nonzero, so division gives $T_{pq}=-V_{pq}/(D_p+D_q)$, and multiplying back recovers the equation. The theorem states this as an equivalence: a matrix `T` satisfies the equation for all pairs if and only if it equals `mp2Amplitude V D`. The two branches of the proof are the division and the multiplication.

```lean
omit [Fintype n] in
/-- For positive gaps, the MP2 amplitudes are the only solution of the first-order
amplitude equation `V_pq + (D_p + D_q) T_pq = 0`. -/
theorem amplitude_equation_iff (V T : Matrix n n ℝ) (D : n → ℝ) (hD : ∀ p, 0 < D p) :
    (∀ p q, V p q + (D p + D q) * T p q = 0) ↔ T = mp2Amplitude V D := by
  have hd : ∀ p q, D p + D q ≠ 0 := fun p q => (add_pos (hD p) (hD q)).ne'
  constructor
  · intro h
    ext p q
    simp only [mp2Amplitude, Matrix.of_apply]
    rw [eq_div_iff (hd p q)]
    linear_combination h p q
  · rintro rfl p q
    simp only [mp2Amplitude, Matrix.of_apply]
    linear_combination div_mul_cancel₀ (-V p q) (hd p q)
```

## Negative semidefiniteness by damping

The exponential of a sum factorises, so damping the entries of $V$ is the same as damping the trial vector:

$$
\sum_{pq}x_pV_{pq}x_q\,e^{-s(D_p+D_q)}=y(s)^{\mathsf T}V\,y(s)\ \ge 0 .
$$

The proof evaluates the positivity of `V` on the damped vector, then uses `Real.exp_add` to identify the two sums. The signs of $s$ and of the gaps play no part.

```lean
/-- For a positive semidefinite `V`, the quadratic form of the matrix with entries `V_pq exp(-s (D_p
+ D_q))` is nonnegative. -/
theorem damped_integrals_nonneg {V : Matrix n n ℝ} (hV : V.PosSemidef) (D x : n → ℝ)
    (s : ℝ) : 0 ≤ ∑ p, ∑ q, x p * V p q * x q * Real.exp (-s * (D p + D q)) := by
  have h := hV.dotProduct_mulVec_nonneg (fun p => x p * Real.exp (-s * D p))
  simp only [star_trivial, dotProduct, Matrix.mulVec, Finset.mul_sum] at h
  refine h.trans_eq (Finset.sum_congr rfl fun p _ => Finset.sum_congr rfl fun q _ => ?_)
  rw [mul_add (-s), Real.exp_add]
  ring
```

Next we differentiate $F$. Each exponential brings down a factor $-(D_p+D_q)$, which cancels the denominator:

$$
F'(s)=-\sum_{pq}x_pV_{pq}x_q\,e^{-s(D_p+D_q)}=-y(s)^{\mathsf T}V\,y(s) .
$$

In Lean, `HasDerivAt.fun_sum` differentiates the double sum term by term, and the final `linear_combination` is the cancellation.

```lean
/-- For positive gaps, the derivative of `dampedForm V D x` at `s` is minus the quadratic form on
`x` of the matrix with entries `V_pq exp(-s (D_p + D_q))`. -/
theorem hasDerivAt_dampedForm (V : Matrix n n ℝ) (D x : n → ℝ) (hD : ∀ p, 0 < D p)
    (s : ℝ) : HasDerivAt (dampedForm V D x)
      (-∑ p, ∑ q, x p * V p q * x q * Real.exp (-s * (D p + D q))) s := by
  have h : HasDerivAt (fun t : ℝ => ∑ p, ∑ q,
      x p * V p q * x q / (D p + D q) * Real.exp (-t * (D p + D q)))
      (∑ p, ∑ q, -(x p * V p q * x q * Real.exp (-s * (D p + D q)))) s := by
    apply HasDerivAt.fun_sum
    intro p _
    apply HasDerivAt.fun_sum
    intro q _
    have hd : D p + D q ≠ 0 := (add_pos (hD p) (hD q)).ne'
    have h1 : HasDerivAt (fun t : ℝ => -t * (D p + D q)) (-1 * (D p + D q)) s :=
      (hasDerivAt_neg s).mul_const _
    have h2 : HasDerivAt (fun t : ℝ => Real.exp (-t * (D p + D q)))
        (Real.exp (-s * (D p + D q)) * (-1 * (D p + D q))) s := h1.exp
    refine (h2.const_mul (x p * V p q * x q / (D p + D q))).congr_deriv ?_
    generalize Real.exp (-s * (D p + D q)) = e
    linear_combination (-e) * div_mul_cancel₀ (x p * V p q * x q) hd
  simp only [Finset.sum_neg_distrib] at h
  exact h
```

The last two results give $F'(s)\le 0$, so $F$ never increases. Every exponent $-s(D_p+D_q)$ tends to $-\infty$ as $s\to\infty$, hence $F(s)\to 0$. A nonincreasing function lies at or above its limit, and therefore

$$
-x^{\mathsf T}Tx=F(0)\ \ge\ \lim_{s\to\infty}F(s)=0 .
$$

This is the integral argument of the two-index case, with monotonicity and a limit in place of the integral. The theorem states the conclusion as `(-mp2Amplitude V D).PosSemidef`. For real matrices this predicate includes symmetry, which the proof settles first: $T$ is symmetric because $V$ is and because $D_p+D_q=D_q+D_p$. Then `hanti` is the monotonicity, `hlim` the limit, and the closing lines identify $F(0)$ with the form of $-T$.

```lean
/-- For positive gaps and positive semidefinite `V`, the MP2 amplitude matrix is
negative semidefinite. -/
theorem mp2Amplitude_negSemidef {V : Matrix n n ℝ} (hV : V.PosSemidef) (D : n → ℝ)
    (hD : ∀ p, 0 < D p) : (-mp2Amplitude V D).PosSemidef := by
  have hs : ∀ p q, V q p = V p q := fun p q => by simpa using hV.isHermitian.apply p q
  refine Matrix.posSemidef_iff_dotProduct_mulVec.2 ⟨Matrix.IsHermitian.ext fun p q => ?_,
    fun x => ?_⟩
  · simp only [star_trivial, Matrix.neg_apply, mp2Amplitude, Matrix.of_apply]
    rw [hs p q, add_comm (D q) (D p)]
  -- the form never increases along the damping parameter
  have hanti : Antitone (dampedForm V D x) := by
    refine antitone_of_deriv_nonpos
      (fun s => (hasDerivAt_dampedForm V D x hD s).differentiableAt) fun s => ?_
    rw [(hasDerivAt_dampedForm V D x hD s).deriv]
    exact neg_nonpos.2 (damped_integrals_nonneg hV D x s)
  -- and it vanishes for infinite damping
  have hlim : Tendsto (dampedForm V D x) atTop (𝓝 (∑ _p : n, ∑ _q : n, (0 : ℝ))) := by
    refine tendsto_finsetSum _ fun p _ => tendsto_finsetSum _ fun q _ => ?_
    have h1 : Tendsto (fun t : ℝ => -t * (D p + D q)) atTop atBot :=
      Filter.Tendsto.atBot_mul_const (add_pos (hD p) (hD q)) tendsto_neg_atTop_atBot
    have h2 := (Real.tendsto_exp_atBot.comp h1).const_mul (x p * V p q * x q / (D p + D q))
    rw [mul_zero] at h2
    exact h2
  simp only [Finset.sum_const_zero] at hlim
  -- so it is nonnegative without damping
  refine (hanti.le_of_tendsto hlim 0).trans_eq ?_
  simp only [dampedForm, star_trivial, dotProduct, Matrix.mulVec, Finset.mul_sum]
  refine Finset.sum_congr rfl fun p _ => Finset.sum_congr rfl fun q _ => ?_
  simp only [Matrix.neg_apply, mp2Amplitude, Matrix.of_apply, neg_zero, zero_mul,
    Real.exp_zero]
  ring
```

## Each quadrature point adds at most rank V

For two matrices $B$ and $C$, every vector $(B+C)x=Bx+Cx$ lies in the sum of their column spaces. Taking dimensions gives $\operatorname{rank}(B+C)\le\operatorname{rank}B+\operatorname{rank}C$. Induction on the number of terms shows that $g$ matrices of rank at most $r$ have a sum of rank at most $gr$. The local statement `hadd` is the two-matrix inequality, and the induction splits off the first matrix.

```lean
/-- The rank of a sum of `g` matrices, each of rank at most `r`, is at most `g r`. -/
theorem rank_sum_le {g : ℕ} (A : Fin g → Matrix n n ℝ) (r : ℕ)
    (h : ∀ k, (A k).rank ≤ r) : (∑ k, A k).rank ≤ g * r := by
  have hadd : ∀ B C : Matrix n n ℝ, (B + C).rank ≤ B.rank + C.rank := by
    intro B C
    have hr : LinearMap.range (B + C).mulVecLin ≤
        LinearMap.range B.mulVecLin ⊔ LinearMap.range C.mulVecLin := by
      rintro _ ⟨x, rfl⟩
      rw [Matrix.mulVecLin_add, LinearMap.add_apply]
      exact Submodule.add_mem_sup ⟨x, rfl⟩ ⟨x, rfl⟩
    exact (Submodule.finrank_mono hr).trans
      (Submodule.finrank_add_le_finrank_add_finrank _ _)
  induction g with
  | zero => simp
  | succ g ih =>
    rw [Fin.sum_univ_succ]
    have h1 := hadd (A 0) (∑ k : Fin g, A k.succ)
    have h2 := ih (fun k => A k.succ) (fun k => h k.succ)
    have h3 := h 0
    rw [Nat.succ_mul]
    omega
```

Let $E_k$ be the diagonal matrix with entries $e^{-s_kD_p}$. Factorising the exponentials turns the quadrature amplitudes into

$$
T^{(g)}=-\sum_k w_k\,E_kVE_k .
$$

Multiplication by a matrix on either side cannot raise the rank, so each term has rank at most $\operatorname{rank}V$, and

$$
\operatorname{rank}T^{(g)}\le g\,\operatorname{rank}V .
$$

The bound needs neither positive gaps nor a semidefinite $V$. For $g=0$ the amplitudes vanish and both sides are zero. The proof follows the same route: `h` is the decomposition, with the factor $-w_k$ absorbed into the left diagonal matrix, and two product-rank inequalities bound each term.

If density fitting or a Cholesky decomposition writes the integrals as $V=LL^{\mathsf T}$, where $L$ has $M$ columns, then $\operatorname{rank}V\le M$ and the quadrature amplitudes have rank at most $gM$. This bound restricts them only when $gM$ is smaller than the number of occupied–virtual pairs.

```lean
/-- The amplitudes from a `g`-point Laplace quadrature have rank at most `g` times the
rank of `V`. -/
theorem laplaceAmplitude_rank_le {g : ℕ} (V : Matrix n n ℝ) (D : n → ℝ)
    (w s : Fin g → ℝ) : (laplaceAmplitude V D w s).rank ≤ g * V.rank := by
  classical
  -- each quadrature point scales the rows and columns of V
  have h : laplaceAmplitude V D w s = ∑ k,
      Matrix.diagonal (fun p => -w k * Real.exp (-s k * D p)) * V *
        Matrix.diagonal (fun q => Real.exp (-s k * D q)) := by
    ext p q
    simp only [laplaceAmplitude, Matrix.of_apply, Matrix.sum_apply, Matrix.mul_diagonal,
      Matrix.diagonal_mul, Finset.mul_sum]
    refine Finset.sum_congr rfl fun k _ => ?_
    rw [mul_add (-s k), Real.exp_add]
    ring
  rw [h]
  exact rank_sum_le _ _ fun k =>
    (Matrix.rank_mul_le_left _ _).trans (Matrix.rank_mul_le_right _ _)
```

## From denominator error to energy error

Write $d=D_p+D_q$ and $S=\sum_kw_ke^{-s_kd}$. Suppose the quadrature has relative error at most $\varepsilon$ at every denominator that occurs, that is, $|1-dS|\le\varepsilon$. The contribution of one pair to the energy error is then bounded by

$$
\left|V_{pq}T^{(g)}_{pq}-V_{pq}T_{pq}\right|
=\frac{V_{pq}^2}{d}\,|1-dS|
\le\varepsilon\,\frac{V_{pq}^2}{d} .
$$

All exact contributions $V_{pq}T_{pq}=-V_{pq}^2/d$ have the same sign, so the bounds add up to the magnitude of the exact energy:

$$
\left|E[T^{(g)}]-E[T]\right|\le\varepsilon\sum_{pq}\frac{V_{pq}^2}{D_p+D_q}=\varepsilon\,|E[T]| .
$$

The theorem assumes positive gaps but places no condition on $V$. It takes the accuracy $\varepsilon$ as given and does not say how many points are needed to reach it. In the proof, `key` is the estimate for one pair and `hsum` adds the estimates with the triangle inequality. The final case split covers an empty index set, where both energies are zero; otherwise the hypothesis itself forces $\varepsilon\ge 0$.

```lean
/-- For positive gaps, if the quadrature reproduces every inverse denominator to relative accuracy
`ε`, it reproduces the direct MP2 energy to relative accuracy `ε`. -/
theorem laplace_energy_error {g : ℕ} (V : Matrix n n ℝ) (D : n → ℝ) (hD : ∀ p, 0 < D p)
    (w s : Fin g → ℝ) (ε : ℝ)
    (hε : ∀ p q, |1 - (D p + D q) * ∑ k, w k * Real.exp (-s k * (D p + D q))| ≤ ε) :
    |directEnergy V (laplaceAmplitude V D w s) - directEnergy V (mp2Amplitude V D)| ≤
      ε * |directEnergy V (mp2Amplitude V D)| := by
  have key : ∀ p q, |V p q * laplaceAmplitude V D w s p q - V p q * mp2Amplitude V D p q|
      ≤ ε * -(V p q * mp2Amplitude V D p q) := by
    intro p q
    have hd : 0 < D p + D q := add_pos (hD p) (hD q)
    have hq := hε p q
    simp only [laplaceAmplitude, mp2Amplitude, Matrix.of_apply]
    generalize (∑ k, w k * Real.exp (-s k * (D p + D q))) = S at hq ⊢
    generalize D p + D q = d at hd hq ⊢
    have e1 : V p q * (-V p q * S) - V p q * (-V p q / d)
        = V p q ^ 2 / d * (1 - d * S) := by
      linear_combination (V p q * S) * div_mul_cancel₀ (V p q) hd.ne'
    have e2 : ε * -(V p q * (-V p q / d)) = V p q ^ 2 / d * ε := by ring
    have h0 : 0 ≤ V p q ^ 2 / d := by positivity
    rw [e1, e2, abs_mul, abs_of_nonneg h0]
    exact mul_le_mul_of_nonneg_left hq h0
  have hsum : |directEnergy V (laplaceAmplitude V D w s) - directEnergy V (mp2Amplitude V D)|
      ≤ ε * -directEnergy V (mp2Amplitude V D) := by
    simp only [directEnergy, ← Finset.sum_sub_distrib, ← Finset.sum_neg_distrib,
      Finset.mul_sum]
    exact (Finset.abs_sum_le_sum_abs _ _).trans (Finset.sum_le_sum fun p _ =>
      (Finset.abs_sum_le_sum_abs _ _).trans (Finset.sum_le_sum fun q _ => key p q))
  rcases isEmpty_or_nonempty n with hn | ⟨⟨p⟩⟩
  · simp [directEnergy]
  · have hε0 : 0 ≤ ε := (abs_nonneg _).trans (hε p p)
    exact hsum.trans (mul_le_mul_of_nonneg_left (neg_le_abs _) hε0)
```

## The exact amplitudes can exceed the rank of V

The opening example shows that the exact denominator does not preserve the rank of the integrals. There

$$
V=\begin{pmatrix}1\\1\end{pmatrix}\begin{pmatrix}1&1\end{pmatrix},
\qquad x^{\mathsf T}Vx=(x_0+x_1)^2\ge 0,
$$

so $V$ is positive semidefinite of rank at most one, while $\det T=1/72\ne 0$ gives $T$ rank two. By the rank bound, no one-point quadrature can reproduce this $T$ exactly.

The three parts of the theorem are these three facts. Lean obtains the first from the square, the second from the column-times-row factorisation, and the third from the nonzero determinant, which makes the amplitude matrix invertible.

```lean
/-- For the two-index all-ones matrix `V` and gaps 1 and 2, `V` is positive semidefinite of
rank at most one, while the exact MP2 amplitude matrix has rank two. -/
theorem exact_rank_exceeds_witness :
    (!![1, 1; 1, 1] : Matrix (Fin 2) (Fin 2) ℝ).PosSemidef ∧
    (!![1, 1; 1, 1] : Matrix (Fin 2) (Fin 2) ℝ).rank ≤ 1 ∧
    (mp2Amplitude !![1, 1; 1, 1] ![1, 2]).rank = 2 := by
  refine ⟨Matrix.posSemidef_iff_dotProduct_mulVec.2 ⟨?_, fun x => ?_⟩, ?_, ?_⟩
  · ext i j
    fin_cases i <;> fin_cases j <;> simp
  · have h : star x ⬝ᵥ ((!![1, 1; 1, 1] : Matrix (Fin 2) (Fin 2) ℝ) *ᵥ x)
        = (x 0 + x 1) ^ 2 := by
      simp [dotProduct, Matrix.mulVec, Fin.sum_univ_two]
      ring
    rw [h]
    positivity
  · -- V is a column times a row
    have h : (!![1, 1; 1, 1] : Matrix (Fin 2) (Fin 2) ℝ)
        = (!![1; 1] : Matrix (Fin 2) (Fin 1) ℝ) * (!![1, 1] : Matrix (Fin 1) (Fin 2) ℝ) := by
      ext i j
      fin_cases i <;> fin_cases j <;> simp [Matrix.mul_apply]
    rw [h]
    refine (Matrix.rank_mul_le_left _ _).trans ?_
    simpa using Matrix.rank_le_card_width (!![1; 1] : Matrix (Fin 2) (Fin 1) ℝ)
  · have hu : IsUnit (mp2Amplitude !![1, 1; 1, 1] ![1, 2]) := by
      rw [Matrix.isUnit_iff_isUnit_det, isUnit_iff_ne_zero, Matrix.det_fin_two]
      norm_num [mp2Amplitude]
    simpa using Matrix.rank_of_isUnit _ hu

end

end LaplaceMP2
```

```lean
#print axioms LaplaceMP2.amplitude_equation_iff
-- 'LaplaceMP2.amplitude_equation_iff' depends on axioms: [propext, Classical.choice, Quot.sound]
#print axioms LaplaceMP2.mp2Amplitude_negSemidef
-- 'LaplaceMP2.mp2Amplitude_negSemidef' depends on axioms: [propext, Classical.choice, Quot.sound]
#print axioms LaplaceMP2.laplaceAmplitude_rank_le
-- 'LaplaceMP2.laplaceAmplitude_rank_le' depends on axioms: [propext, Classical.choice, Quot.sound]
#print axioms LaplaceMP2.laplace_energy_error
-- 'LaplaceMP2.laplace_energy_error' depends on axioms: [propext, Classical.choice, Quot.sound]
```
